# Truncating a positive definite matrix before inverting never overestimates the kept block of its inverse

Take two levels, one to keep and one to discard, and the matrix

$$M=\begin{pmatrix} a & b\\ \bar b & d\end{pmatrix},\qquad a>0,\quad ad-|b|^2>0 .$$

These two conditions say that $M$ is positive definite. Inverting $M$ and then reading off the kept element gives $d/(ad-|b|^2)$. Discarding the second level first and then inverting gives $1/a$. The difference is

$$\frac{d}{ad-|b|^2}-\frac1a=\frac{|b|^2}{a\,(ad-|b|^2)}=\frac1a\,b\,\frac1s\,\bar b\,\frac1a,\qquad s=d-\frac{|b|^2}{a}.$$

Since $s>0$, the difference is never negative, and it is zero only when $b=0$. For weak coupling it is close to $|b|^2/(a^2d)$. As $|b|^2$ approaches $ad$ from below it grows without bound, while the truncated value $1/a$ does not change at all.

The same holds for blocks of any finite size. If $M=\begin{pmatrix}A&B\\B^\dagger&D\end{pmatrix}$ is positive definite, then $A$ is invertible, $(M^{-1})_{11}-A^{-1}$ is positive semidefinite, and it vanishes exactly when $B=0$.

## Kept and discarded spaces

```lean
import Mathlib

open Matrix
open scoped ComplexOrder

namespace GreenTruncation

noncomputable section

variable {m n : Type*} [Fintype m] [Fintype n] [DecidableEq m] [DecidableEq n]
```

The types `m` and `n` are the sets of basis labels of the kept and the discarded space, both finite. Opening `ComplexOrder` gives a meaning to $0<z$ for a complex number $z$: it is real and positive.

```lean
/-- The matrix `[[A, B], [Bᴴ, D]]`: a kept block `A` and a discarded block `D`,
coupled by `B`. -/
def blockMatrix (A : Matrix m m ℂ) (B : Matrix m n ℂ) (D : Matrix n n ℂ) :
    Matrix (m ⊕ n) (m ⊕ n) ℂ :=
  fromBlocks A B Bᴴ D
```

This is $M$. The label set `m ⊕ n` is the disjoint union, so each basis label is either a kept one or a discarded one. The symbol `ᴴ` is the conjugate transpose, written $\dagger$ here. The lower left block is fixed as $B^\dagger$, but nothing is yet required of $A$ and $D$.

```lean
/-- The kept block of the full Green's matrix: invert first, then truncate. This is the intended
meaning when the block matrix is invertible. -/
def greenBlock (A : Matrix m m ℂ) (B : Matrix m n ℂ) (D : Matrix n n ℂ) : Matrix m m ℂ :=
  (blockMatrix A B D)⁻¹.toBlocks₁₁
```

Write $G=M^{-1}$ for the full Green's matrix. Then `greenBlock A B D` is $G_{11}$, its upper left block. Lean assigns some value to the inverse of a singular matrix too, but the theorems below use inverses only where they exist.

```lean
/-- The Schur complement `D - Bᴴ A⁻¹ B` of the kept block, for invertible `A`. -/
def schurComplement (A : Matrix m m ℂ) (B : Matrix m n ℂ) (D : Matrix n n ℂ) :
    Matrix n n ℂ :=
  D - Bᴴ * A⁻¹ * B
```

This is the Schur complement $S=D-B^\dagger A^{-1}B$, the matrix version of $s$. It is what acts on the discarded space once the kept space has been eliminated.

## Positivity passes to the diagonal blocks

```lean
omit [DecidableEq m] [DecidableEq n] in
/-- Both diagonal blocks of a positive definite matrix are positive definite. -/
theorem diagonal_blocks_posDef {N : Matrix (m ⊕ n) (m ⊕ n) ℂ} (hN : N.PosDef) :
    N.toBlocks₁₁.PosDef ∧ N.toBlocks₂₂.PosDef := by
  constructor
  · refine posDef_iff_dotProduct_mulVec.2
      ⟨IsHermitian.ext fun i j => hN.isHermitian.apply _ _, fun x hx => ?_⟩
    -- test on a vector supported in the first block
    have hne : (Sum.elim x 0 : m ⊕ n → ℂ) ≠ 0 := fun h =>
      hx (funext fun i => congrFun h (Sum.inl i))
    have h := hN.dotProduct_mulVec_pos hne
    simpa [dotProduct, mulVec, Fintype.sum_sum_type, toBlocks₁₁] using h
  · refine posDef_iff_dotProduct_mulVec.2
      ⟨IsHermitian.ext fun i j => hN.isHermitian.apply _ _, fun x hx => ?_⟩
    have hne : (Sum.elim 0 x : m ⊕ n → ℂ) ≠ 0 := fun h =>
      hx (funext fun i => congrFun h (Sum.inr i))
    have h := hN.dotProduct_mulVec_pos hne
    simpa [dotProduct, mulVec, Fintype.sum_sum_type, toBlocks₂₂] using h
```

In a Lean theorem the hypotheses stand before the final colon and the claim after it. Here the hypothesis `hN` says that $N$ is positive definite: it is Hermitian, and $w^\dagger Nw>0$ for every $w\neq0$. The claim is that $N_{11}$ and $N_{22}$ are positive definite as well.

By hand, take $x\ne0$ in the kept space and set $w=(x,0)$. Then $w\neq 0$ and

$$x^\dagger N_{11}x=w^\dagger Nw>0 .$$

The block inherits Hermiticity from $N$. The vector $(0,x)$ does the same for $N_{22}$. In the code `Sum.elim x 0` is the vector $(x,0)$, and `simpa` reduces the sum over all labels to the sum over one block.

## The truncation error in closed form

```lean
/-- If `A` and the full matrix are invertible, the discarded block of the Green's matrix is
the inverse Schur complement `S⁻¹`, and the truncation error of the kept block is
`A⁻¹ B S⁻¹ Bᴴ A⁻¹`. -/
theorem truncation_error_formula {A : Matrix m m ℂ} {B : Matrix m n ℂ} {D : Matrix n n ℂ}
    (hA : IsUnit A.det) (hM : IsUnit (blockMatrix A B D).det) :
    (blockMatrix A B D)⁻¹.toBlocks₂₂ = (schurComplement A B D)⁻¹ ∧
    greenBlock A B D - A⁻¹ = A⁻¹ * B * (schurComplement A B D)⁻¹ * Bᴴ * A⁻¹ := by
  have h := mul_nonsing_inv _ hM
  unfold greenBlock
  set G := (blockMatrix A B D)⁻¹
  -- the four block equations of `M G = 1`
  rw [← fromBlocks_toBlocks G, blockMatrix, fromBlocks_multiply, ← fromBlocks_one,
    fromBlocks_inj] at h
  obtain ⟨h11, h12, h21, h22⟩ := h
  have e12 : G.toBlocks₁₂ = -(A⁻¹ * B * G.toBlocks₂₂) := by
    have h := congrArg (A⁻¹ * ·) h12
    simp only [Matrix.mul_add, ← Matrix.mul_assoc, nonsing_inv_mul A hA, Matrix.one_mul,
      Matrix.mul_zero] at h
    exact eq_neg_of_add_eq_zero_left h
  have e11 : G.toBlocks₁₁ = A⁻¹ - A⁻¹ * B * G.toBlocks₂₁ := by
    have h := congrArg (A⁻¹ * ·) h11
    simp only [Matrix.mul_add, ← Matrix.mul_assoc, nonsing_inv_mul A hA, Matrix.one_mul,
      Matrix.mul_one] at h
    exact eq_sub_of_add_eq h
  -- eliminating the kept space leaves the Schur complement
  have hST : schurComplement A B D * G.toBlocks₂₂ = 1 := by
    rw [e12] at h22
    simp only [Matrix.mul_neg, ← Matrix.mul_assoc] at h22
    rw [schurComplement, Matrix.sub_mul, ← h22]
    abel
  have hSR : schurComplement A B D * G.toBlocks₂₁ = -(Bᴴ * A⁻¹) := by
    rw [e11] at h21
    simp only [Matrix.mul_sub, ← Matrix.mul_assoc] at h21
    rw [schurComplement, Matrix.sub_mul, eq_neg_iff_add_eq_zero, ← h21]
    abel
  have hTS : G.toBlocks₂₂ * schurComplement A B D = 1 := mul_eq_one_comm.mp hST
  have e21 : G.toBlocks₂₁ = -(G.toBlocks₂₂ * (Bᴴ * A⁻¹)) := by
    rw [← Matrix.mul_neg, ← hSR, ← Matrix.mul_assoc, hTS, Matrix.one_mul]
  refine ⟨(inv_eq_right_inv hST).symm, ?_⟩
  rw [inv_eq_right_inv hST, e11, e21]
  simp only [Matrix.mul_neg, ← Matrix.mul_assoc]
  abel
```

The hypotheses say that $\det A$ and $\det M$ are invertible numbers, that is, nonzero. Positivity is not needed yet. The claims are

$$G_{22}=S^{-1},\qquad G_{11}-A^{-1}=A^{-1}B\,S^{-1}B^\dagger A^{-1}.$$

Written in blocks, $MG=1$ is four equations, named `h11`, `h12`, `h21` and `h22` in the proof:

$$\begin{aligned}
AG_{11}+BG_{21}&=1, & AG_{12}+BG_{22}&=0,\\
B^\dagger G_{11}+DG_{21}&=0, & B^\dagger G_{12}+DG_{22}&=1.
\end{aligned}$$

Multiplying the first row by $A^{-1}$ from the left gives `e11` and `e12`:

$$G_{11}=A^{-1}-A^{-1}BG_{21},\qquad G_{12}=-A^{-1}BG_{22}.$$

Substituting these into the second row gives `hSR` and `hST`:

$$SG_{21}=-B^\dagger A^{-1},\qquad SG_{22}=1 .$$

For square matrices a right inverse is also a left inverse (`hTS`), so $G_{22}=S^{-1}$ and $G_{21}=-S^{-1}B^\dagger A^{-1}$ (`e21`). Putting this $G_{21}$ into the expression for $G_{11}$ yields the error formula.

```lean
/-- For a positive definite block matrix, the kept block `A` and its Schur complement are
both positive definite. -/
theorem schurComplement_posDef {A : Matrix m m ℂ} {B : Matrix m n ℂ} {D : Matrix n n ℂ}
    (hM : (blockMatrix A B D).PosDef) : A.PosDef ∧ (schurComplement A B D).PosDef := by
  have hA : A.PosDef := by
    simpa [blockMatrix] using (diagonal_blocks_posDef hM).1
  have hS := (diagonal_blocks_posDef hM.inv).2
  rw [(truncation_error_formula ((isUnit_iff_isUnit_det _).1 hA.isUnit)
    ((isUnit_iff_isUnit_det _).1 hM.isUnit)).1] at hS
  have hu := isUnit_nonsing_inv_det_iff.1 ((isUnit_iff_isUnit_det _).1 hS.isUnit)
  have h := hS.inv
  rw [nonsing_inv_nonsing_inv _ hu] at h
  exact ⟨hA, h⟩
```

Now $M$ is assumed positive definite, and the claim is that both $A$ and $S$ are.

For $A$ this is the result on diagonal blocks. For $S$ the argument goes through the inverse. The matrix $M^{-1}$ is Hermitian, and any $w\neq0$ can be written as $w=Mu$ with $u\ne0$, so $w^\dagger M^{-1}w=u^\dagger Mu>0$. Hence $M^{-1}$ is positive definite, and so is its diagonal block $G_{22}=S^{-1}$. Inverting once more shows that $S$ is positive definite. The code follows this path: `hM.inv` is the positivity of $M^{-1}$, the rewriting step replaces $G_{22}$ by $S^{-1}$, and `hS.inv` inverts back.

## Which states see the error

```lean
/-- For a positive definite block matrix, truncating before inverting strictly lowers the
expectation value of the Green's matrix in a kept vector `x` exactly when
`Bᴴ A⁻¹ x` is nonzero. -/
theorem truncation_error_pos_iff {A : Matrix m m ℂ} {B : Matrix m n ℂ} {D : Matrix n n ℂ}
    (hM : (blockMatrix A B D).PosDef) (x : m → ℂ) :
    0 < star x ⬝ᵥ ((greenBlock A B D - A⁻¹) *ᵥ x) ↔ (Bᴴ * A⁻¹) *ᵥ x ≠ 0 := by
  obtain ⟨hA, hS⟩ := schurComplement_posDef hM
  have hAi : (A⁻¹)ᴴ = A⁻¹ := hA.inv.isHermitian.eq
  -- the error is the form of `S⁻¹` in the vector `Bᴴ A⁻¹ x`
  have key : star x ⬝ᵥ ((greenBlock A B D - A⁻¹) *ᵥ x) =
      star ((Bᴴ * A⁻¹) *ᵥ x) ⬝ᵥ
        ((schurComplement A B D)⁻¹ *ᵥ ((Bᴴ * A⁻¹) *ᵥ x)) := by
    rw [(truncation_error_formula ((isUnit_iff_isUnit_det _).1 hA.isUnit)
      ((isUnit_iff_isUnit_det _).1 hM.isUnit)).2, star_mulVec, ← dotProduct_mulVec,
      mulVec_mulVec, mulVec_mulVec]
    simp only [conjTranspose_mul, conjTranspose_conjTranspose, hAi, Matrix.mul_assoc]
  rw [key]
  constructor
  · intro h h0
    rw [h0] at h
    simp at h
  · intro h
    exact hS.inv.dotProduct_mulVec_pos h
```

The symbol `*ᵥ` applies a matrix to a vector, and `⬝ᵥ` is the dot product without conjugation. The left side of the equivalence therefore reads $0<x^\dagger(G_{11}-A^{-1})x$. The vector $x$ is not normalised: for $x\neq0$ the expectation value is this number divided by $x^\dagger x$, which has the same sign.

Set $y=B^\dagger A^{-1}x$. Since $A^{-1}$ is Hermitian, $y^\dagger=x^\dagger A^{-1}B$, and the error formula gives

$$x^\dagger(G_{11}-A^{-1})x=x^\dagger A^{-1}B\,S^{-1}B^\dagger A^{-1}x=y^\dagger S^{-1}y .$$

This identity is `key` in the code. As $S^{-1}$ is positive definite, the right side is positive for $y\neq0$ and zero for $y=0$. A kept state is thus affected by the truncation exactly when $A^{-1}x$ couples to the discarded space.

```lean
/-- For a positive definite block matrix, `A` is invertible, and truncating before inverting
underestimates the kept block of the Green's matrix, with equality exactly when the
coupling `B` vanishes. -/
theorem truncation_underestimates {A : Matrix m m ℂ} {B : Matrix m n ℂ} {D : Matrix n n ℂ}
    (hM : (blockMatrix A B D).PosDef) :
    IsUnit A ∧ (greenBlock A B D - A⁻¹).PosSemidef ∧
      (greenBlock A B D = A⁻¹ ↔ B = 0) := by
  obtain ⟨hA, hS⟩ := schurComplement_posDef hM
  have hdet := (isUnit_iff_isUnit_det _).1 hA.isUnit
  have hAi : (A⁻¹)ᴴ = A⁻¹ := hA.inv.isHermitian.eq
  have hF := (truncation_error_formula hdet ((isUnit_iff_isUnit_det _).1 hM.isUnit)).2
  refine ⟨hA.isUnit, ?_, ?_, ?_⟩
  · have h := hS.inv.posSemidef.conjTranspose_mul_mul_same (Bᴴ * A⁻¹)
    rw [hF]
    simpa only [conjTranspose_mul, conjTranspose_conjTranspose, hAi, Matrix.mul_assoc] using h
  · intro h
    -- no vector sees an error, so `Bᴴ A⁻¹ = 0`
    have hK : ∀ x, (Bᴴ * A⁻¹) *ᵥ x = 0 := by
      intro x
      by_contra hx
      have hpos := (truncation_error_pos_iff hM x).2 hx
      rw [h, sub_self] at hpos
      simp at hpos
    have hK0 : Bᴴ * A⁻¹ = 0 := by
      ext i j
      have hij := congrFun (hK (Pi.single j 1)) i
      simpa using hij
    have hB : Bᴴ = 0 := by
      rw [← Matrix.mul_one Bᴴ, ← nonsing_inv_mul A hdet, ← Matrix.mul_assoc, hK0,
        Matrix.zero_mul]
    exact conjTranspose_eq_zero.1 hB
  · intro hB
    rw [← sub_eq_zero, hF, hB]
    simp
```

This is the general statement from the beginning: `IsUnit A` says that $A$ is invertible, `PosSemidef` that the error is positive semidefinite, and `↔` is "if and only if". "Underestimates" refers to expectation values in kept states, hence also to diagonal elements. It does not order the off-diagonal elements.

With $K=B^\dagger A^{-1}$ the error is $K^\dagger S^{-1}K$, and so $x^\dagger K^\dagger S^{-1}Kx=(Kx)^\dagger S^{-1}(Kx)\ge0$ for every $x$. This gives semidefiniteness.

Suppose next that $G_{11}=A^{-1}$. Then no $x$ has a positive error, so by the previous theorem $Kx=0$ for all $x$ (`hK`). Choosing the basis vectors, `Pi.single j 1`, shows that every column of $K$ is zero (`hK0`). Therefore $B^\dagger=B^\dagger A^{-1}A=KA=0$, and $B=0$. Conversely, $B=0$ makes the error formula vanish.

## A resolvent below the spectrum

```lean
/-- For a partitioned Hamiltonian `H = [[h, V], [Vᴴ, k]]` and a real energy `E` with `H - E`
positive definite, the truncated resolvent `(h - E)⁻¹` underestimates the kept block of
`(H - E)⁻¹`, with equality exactly when `V = 0`. -/
theorem resolvent_truncation {h : Matrix m m ℂ} {V : Matrix m n ℂ} {k : Matrix n n ℂ}
    {E : ℝ} (hE : (blockMatrix h V k - (E : ℂ) • 1).PosDef) :
    ((blockMatrix h V k - (E : ℂ) • 1)⁻¹.toBlocks₁₁ - (h - (E : ℂ) • 1)⁻¹).PosSemidef ∧
    ((blockMatrix h V k - (E : ℂ) • 1)⁻¹.toBlocks₁₁ = (h - (E : ℂ) • 1)⁻¹ ↔ V = 0) := by
  -- the energy shift acts only on the diagonal blocks
  have e : blockMatrix h V k - (E : ℂ) • 1 =
      blockMatrix (h - (E : ℂ) • 1) V (k - (E : ℂ) • 1) := by
    ext i j
    rcases i with i | i <;> rcases j with j | j <;> simp [blockMatrix, Matrix.one_apply]
  rw [e] at hE ⊢
  exact (truncation_underestimates hE).2
```

Here $H=\begin{pmatrix}h&V\\V^\dagger&k\end{pmatrix}$ is a Hamiltonian in a finite orthonormal basis, and $E$ is a real energy. The hypothesis that $H-E$ is positive definite means that $H$ is Hermitian and that $E$ lies below all its eigenvalues.

The shift by $E$ changes only the diagonal blocks:

$$H-E=\begin{pmatrix}h-E&V\\V^\dagger&k-E\end{pmatrix}.$$

This is the equation `e`, checked entry by entry. The main theorem with $A=h-E$, $B=V$ and $D=k-E$ then gives the result.

For finite-basis electronic structure, it says that at a real energy below the spectrum, cutting the basis before computing the resolvent lowers the expectation value of the resolvent in a kept state or leaves it unchanged. The sign convention is $(H-E)^{-1}$; for $(E-H)^{-1}$ the inequality is reversed. All other energies, real or complex, are not covered.

## An indefinite two-level matrix

```lean
/-- For the indefinite two-level matrix `[[1, 2], [2, 1]]` the kept element of the Green's
matrix is `-1/3`, while truncating before inverting gives `1`. -/
theorem indefinite_counterexample :
    greenBlock (!![1] : Matrix (Fin 1) (Fin 1) ℂ) (!![2] : Matrix (Fin 1) (Fin 1) ℂ)
      (!![1] : Matrix (Fin 1) (Fin 1) ℂ) = !![-1/3] ∧
    (!![1] : Matrix (Fin 1) (Fin 1) ℂ)⁻¹ = !![1] := by
  constructor
  · have hinv : (blockMatrix (!![1] : Matrix (Fin 1) (Fin 1) ℂ)
        (!![2] : Matrix (Fin 1) (Fin 1) ℂ) (!![1] : Matrix (Fin 1) (Fin 1) ℂ))⁻¹ =
        fromBlocks !![-1/3] !![2/3] !![2/3] !![-1/3] := by
      apply inv_eq_right_inv
      rw [blockMatrix, fromBlocks_multiply, ← fromBlocks_one, fromBlocks_inj]
      refine ⟨?_, ?_, ?_, ?_⟩ <;> ext i j <;> fin_cases i <;> fin_cases j <;>
        norm_num [Matrix.mul_apply]
    rw [greenBlock, hinv, toBlocks_fromBlocks₁₁]
  · apply inv_eq_right_inv
    ext i j
    fin_cases i
    fin_cases j
    simp [Matrix.mul_apply]

end

end GreenTruncation
```

`Fin 1` is a set with one label, so all blocks are single numbers: $a=d=1$ and $b=2$. The matrix is invertible, but its eigenvalues are $3$ and $-1$, so it is not positive definite. Its inverse is

$$\begin{pmatrix}1&2\\2&1\end{pmatrix}^{-1}=\begin{pmatrix}-\tfrac13&\tfrac23\\[2pt]\tfrac23&-\tfrac13\end{pmatrix}.$$

The proof supplies this matrix and confirms by multiplication that it is the inverse. The kept element is $-1/3$, while truncating first gives $1$, which is now an overestimate with the wrong sign. The error formula still holds, but $s=1-4=-3$ is negative, and the error is $2\cdot(-\tfrac13)\cdot2=-\tfrac43$. Invertibility alone therefore does not fix the direction of the error.

```lean
#print axioms GreenTruncation.truncation_underestimates
-- 'GreenTruncation.truncation_underestimates' depends on axioms: [propext, Classical.choice, Quot.sound]
#print axioms GreenTruncation.resolvent_truncation
-- 'GreenTruncation.resolvent_truncation' depends on axioms: [propext, Classical.choice, Quot.sound]
#print axioms GreenTruncation.indefinite_counterexample
-- 'GreenTruncation.indefinite_counterexample' depends on axioms: [propext, Classical.choice, Quot.sound]
```
